# Gram determinant of vectors in the plane k·v = 0 from the adjugate of the metric

Let `G` and `V` be real square matrices of size m + 1, and let `k` be a vector whose product with `V` from the left is the last unit row, so that the first m columns of `V` satisfy k·v = 0 and the last satisfies k·v = 1. The lemma states that the determinant of `Vᵀ * G * V` without its last row and column equals (det V)² times k·adj(G)k. When `G` is the Gram matrix of a basis and the columns of `V` are coordinates in that basis, this determinant is the squared m-dimensional volume of the cell spanned by the first m columns; the statement itself does not require `G` to be symmetric or positive. The proof reads the minor as the last diagonal entry of the adjugate of `Vᵀ * G * V`, writes that entry as a product with unit vectors, and splits the adjugate into factors, using that the last row of adj(V) is det V times `k`.

The first attempt, which Lean rejects:

```lean
import Mathlib

open Matrix

namespace LatticePlaneCellArea

noncomputable section

variable {m : ℕ}

/-- If the row `k` times `V` is the last unit row, the minor of the transformed metric
`Vᵀ G V` without its last row and column is `(det V)²` times `kᵀ adj(G) k`. -/
theorem minor_of_transformed_metric (G V : Matrix (Fin (m + 1)) (Fin (m + 1)) ℝ)
    (k : Fin (m + 1) → ℝ) (hk : k ᵥ* V = Pi.single (Fin.last m) 1) :
    ((Vᵀ * G * V).submatrix Fin.castSucc Fin.castSucc).det
      = V.det ^ 2 * (k ⬝ᵥ (G.adjugate *ᵥ k)) := by
  -- the last row of the adjugate of `V` is proportional to `k`
  have h1 : (Pi.single (Fin.last m) 1 : Fin (m + 1) → ℝ) ᵥ* V.adjugate = V.det • k := by
    rw [← hk, Matrix.vecMul_vecMul, Matrix.mul_adjugate, Matrix.vecMul_smul, Matrix.vecMul_one]
  have h2 : V.adjugateᵀ *ᵥ (Pi.single (Fin.last m) 1 : Fin (m + 1) → ℝ) = V.det • k := by
    rw [Matrix.mulVec_transpose, h1]
  -- the minor is the last diagonal entry of the adjugate
  have h3 : ((Vᵀ * G * V).submatrix Fin.castSucc Fin.castSucc).det
      = (Vᵀ * G * V).adjugate (Fin.last m) (Fin.last m) := by
    rw [Matrix.adjugate_fin_succ_eq_det_submatrix, Fin.succAbove_last,
      Even.neg_one_pow ⟨_, rfl⟩, one_mul]
  have h4 : ∀ M : Matrix (Fin (m + 1)) (Fin (m + 1)) ℝ, M (Fin.last m) (Fin.last m)
      = (Pi.single (Fin.last m) 1 : Fin (m + 1) → ℝ) ⬝ᵥ
        (M *ᵥ (Pi.single (Fin.last m) 1 : Fin (m + 1) → ℝ)) := by
    intro M
    simp [Matrix.mulVec, dotProduct, Pi.single_apply]
  rw [h3, h4, Matrix.adjugate_mul_distrib, Matrix.adjugate_mul_distrib,
    ← Matrix.adjugate_transpose, ← Matrix.mulVec_mulVec, ← Matrix.mulVec_mulVec, h2,
    Matrix.dotProduct_mulVec, h1, Matrix.mulVec_smul, smul_dotProduct, dotProduct_smul,
    smul_eq_mul, smul_eq_mul]
  ring

end

end LatticePlaneCellArea
```

The compiler's answer:

```
Main.lean:32:10: error: Invalid rewrite argument: The pattern to be substituted is a metavariable (`?M (Fin.last m)
  (Fin.last m)`) in this equality
  ?M (Fin.last m) (Fin.last m) = Pi.single (Fin.last m) 1 ⬝ᵥ ?M *ᵥ Pi.single (Fin.last m) 1

Note: The target expression is not type-correct under the `implicit` transparency level, which may have triggered the failure. This is usually caused by unfolding of semireducible definitions in prior tactic steps. Use `set_option linter.tacticCheckInstances true` to investigate the source of the issue.
Full error:
  function expected
    (Vᵀ * G * V).adjugate (Fin.last m)
```

Lean accepts the file once it reads:

```diff
@@ -30,5 +30,5 @@
     intro M
     simp [Matrix.mulVec, dotProduct, Pi.single_apply]
-  rw [h3, h4, Matrix.adjugate_mul_distrib, Matrix.adjugate_mul_distrib,
+  rw [h3, h4 (Vᵀ * G * V).adjugate, Matrix.adjugate_mul_distrib, Matrix.adjugate_mul_distrib,
     ← Matrix.adjugate_transpose, ← Matrix.mulVec_mulVec, ← Matrix.mulVec_mulVec, h2,
     Matrix.dotProduct_mulVec, h1, Matrix.mulVec_smul, smul_dotProduct, dotProduct_smul,
```

Cause. The error is at `h4` in the final `rw`. This hypothesis holds for every matrix `M`, and its left side is `M (Fin.last m) (Fin.last m)`. Given without an argument, `M` becomes the unknown `?M`, so the pattern is an unknown function applied to two indices. With no fixed head symbol to search for, `rw` rejects it.

The change supplies the matrix: `h4 (Vᵀ * G * V).adjugate`. The left side is now the concrete entry that `h3` has just put into the goal, so `rw` finds it and the rest of the chain goes through unchanged.

The note adds that the target is not type-correct at the `implicit` transparency level: there Lean does not unfold the `Matrix` type to see that `(Vᵀ * G * V).adjugate` can be applied to an index. The note offers this only as a possible trigger. The repair leaves that entry in the goal as it was and the file compiles, so naming the matrix was enough.
